# Zero thermal coherence between a mode of conserved occupation and any other fermionic mode

## Atoms pulled apart

Take a small Hubbard cluster and move its atoms apart until electrons no longer hop between them. The electrons on one atom still repel each other, and charges on different atoms may still interact through their densities. In thermal equilibrium, does any phase relation survive between the amplitudes for a single electron to be on one atom and on another?

The quantity that measures it is the off-diagonal element $\langle c_i^\dagger c_j\rangle$ of the one-body density matrix, where $c_j$ removes an electron from mode $j$ and $c_i^\dagger$ puts one into mode $i$. In a tight-binding model these elements determine the bond orders and the hopping energy. In thermal equilibrium they vanish if the Hamiltonian conserves the occupation of mode $i$, however strong the density interactions are. For finite clusters in the atomic limit this gives an exact value against which a finite-temperature diagonalisation code can be compared.

## The statement and its conventions

Let $c_i$ be complex square matrices on a finite-dimensional space, with conjugate transposes $c_i^\dagger$, such that
$$c_ic_j+c_jc_i=0,\qquad c_ic_j^\dagger+c_j^\dagger c_i=\delta_{ij}.$$
Write $n_i=c_i^\dagger c_i$ for the occupation. If $i\neq j$ and $H$ commutes with $n_i$, then for every complex $\beta$
$$\operatorname{tr}\!\left(c_i^\dagger c_j\,e^{-\beta H}\right)=0.$$

In Lean this is `intersite_coherence_eq_zero`. The type `ι` labels the modes and `d` labels the basis states of the many-electron space. The hypothesis `CAR c` contains the two relations above, `ᴴ` is the conjugate transpose, and `boltzmann β H` is $e^{-\beta H}$.

The hypothesis `Commute (number c i) H` expresses the physics of an isolated mode: no term of $H$ moves an electron into or out of mode $i$. Only this one occupation has to be conserved; the other modes may hop among themselves.

A mode can be a site, or a site together with a spin. In the second case the theorem also covers two opposite spins on the same site.

The trace runs over the whole many-electron space, with all electron numbers. A chemical potential $\mu$ enters by including $-\mu\sum_kn_k$ in $H$, a term that commutes with $n_i$. The trace is not normalised. For Hermitian $H$, real $\beta$ and a nonzero space, the partition function $Z=\operatorname{tr}e^{-\beta H}$ is positive, and division by it gives $\langle c_i^\dagger c_j\rangle=0$. The theorem itself does not require $H$ to be Hermitian. It concerns finite matrices, so it makes no statement about an infinite lattice.

## The coherence as the trace of a commutator

First, $n_i$ counts what $c_i^\dagger$ adds. Multiply $c_ic_i^\dagger+c_i^\dagger c_i=1$ from the left by $c_i^\dagger$:
$$c_i^\dagger c_ic_i^\dagger+c_i^\dagger c_i^\dagger c_i=c_i^\dagger.$$
The adjoint of the first anticommutation relation gives $2c_i^\dagger c_i^\dagger=0$. Subtracting $2c_i^\dagger c_i^\dagger c_i=0$ leaves
$$n_ic_i^\dagger-c_i^\dagger n_i=c_i^\dagger.$$

Second, $n_i$ ignores the other modes. For $j\neq i$, moving $c_j$ to the left past two operators changes the sign twice:
$$c_i^\dagger c_ic_j=-c_i^\dagger c_jc_i=c_jc_i^\dagger c_i.$$
The same two sign changes occur with $c_j^\dagger$ in place of $c_j$.

Third, let $B$ be any matrix that commutes with $n_i$. Then
$$c_i^\dagger B=(n_ic_i^\dagger-c_i^\dagger n_i)B=n_i(c_i^\dagger B)-(c_i^\dagger B)n_i.$$
The two terms on the right have equal traces, by cyclicity, so $\operatorname{tr}(c_i^\dagger B)=0$.

Now choose $B=c_je^{-\beta H}$. The first factor commutes with $n_i$ because $j\neq i$. The second does so because $n_i$ commutes with $H$, hence with every power of $H$ and with the exponential series. This proves the claim.

## Imaginary time and transverse spins

Other choices of $B$ give further correlations. For $c_i^\dagger(s)=e^{sH}c_i^\dagger e^{-sH}$, cyclicity gives
$$\operatorname{tr}\!\left(c_i^\dagger(s)\,c_j\,e^{-\beta H}\right)=\operatorname{tr}\!\left(c_i^\dagger\,e^{-sH}c_je^{-\beta H}e^{sH}\right)=0,$$
since every factor after $c_i^\dagger$ commutes with $n_i$. Divided by $Z$, this trace is the intersite thermal correlation function with the creation operator on the left, at any complex $s$.

For sites $x\neq y$ with spins, let $S_x^+=c_{x\uparrow}^\dagger c_{x\downarrow}$. Then
$$S_x^+(S_y^+)^\dagger=c_{x\uparrow}^\dagger\,c_{x\downarrow}c_{y\downarrow}^\dagger c_{y\uparrow}.$$
The last three operators belong to modes other than $x\!\uparrow$, so the thermal trace vanishes if $H$ conserves $n_{x\uparrow}$. Longitudinal correlations are a different matter: they are built from occupations, and density interactions between sites that depend on the spins can make them nonzero.

Atomic-limit Hamiltonians that contain only level energies and density interactions satisfy the hypothesis. Let
$$H=\sum_i\varepsilon_in_i+\sum_{i,j}U_{ij}n_in_j.$$
All occupations commute with each other, so each $n_k$ commutes with $H$. The double sum runs over all ordered pairs: two distinct modes interact with strength $U_{ij}+U_{ji}$, and $U_{ii}$ shifts the level $\varepsilon_i$, because $n_i^2=n_i$. An on-site Hubbard repulsion is the case in which $i$ and $j$ are the two spins of one site.

## Two modes in numbers

Order the basis as empty, mode 0 filled, mode 1 filled, both filled. Take $\varepsilon_0=1$, $\varepsilon_1=2$, $U_{01}=1$ and all other $U_{ij}=0$. The energies are $0,1,2,4$. At $\beta=\ln 2$ the Boltzmann weights are $1,\tfrac12,\tfrac14,\tfrac1{16}$.

The operator $c_0^\dagger c_1$ takes the state with mode 1 filled to the state with mode 0 filled, and annihilates the other three. The product $c_0^\dagger c_1e^{-\beta H}$ therefore has a single nonzero entry, $\tfrac14$, which lies off the diagonal. Its trace is zero.

Replace this Hamiltonian by pure hopping, $H=-t(c_0^\dagger c_1+c_1^\dagger c_0)$, with $t=1$ and the same $\beta$. In the one-electron sector $e^{-\beta H}$ has diagonal entries $\cosh\beta t=\tfrac54$ and off-diagonal entries $\sinh\beta t=\tfrac34$. The trace of $c_0^\dagger c_1e^{-\beta H}$ is now $\tfrac34$. With $Z=2+2\cdot\tfrac54=\tfrac92$, the normalised coherence is $\tfrac16$.

This Hamiltonian conserves the total number of electrons, which is therefore not enough for the coherence to vanish. The file establishes the contrast through the slope at infinite temperature: the unnormalised trace has derivative $t$ at $\beta=0$. Since $Z=4$ there and the trace itself is zero, the normalised coherence starts with slope $t/4$.

## The complete Lean file

```lean
import Mathlib

open Matrix

namespace AtomicLimitCorrelations

noncomputable section

variable {ι S d : Type*} [DecidableEq ι] [DecidableEq S] [Fintype d] [DecidableEq d]

/-- The canonical anticommutation relations for annihilation matrices `c i`, with the
conjugate transposes as creation matrices. -/
structure CAR (c : ι → Matrix d d ℂ) : Prop where
  anti : ∀ i j, c i * c j + c j * c i = 0
  mixed : ∀ i j, c i * (c j)ᴴ + (c j)ᴴ * c i = if i = j then 1 else 0

/-- The occupation number operator of mode `i`. -/
def number (c : ι → Matrix d d ℂ) (i : ι) : Matrix d d ℂ := (c i)ᴴ * c i

/-- The Boltzmann operator `exp(-βH)` at complex inverse temperature `β`. -/
def boltzmann (β : ℂ) (H : Matrix d d ℂ) : Matrix d d ℂ := NormedSpace.exp (-(β • H))

/-- The operator `X` evolved to imaginary time `s`, that is `exp(sH) X exp(-sH)`. -/
def heisenberg (s : ℂ) (H X : Matrix d d ℂ) : Matrix d d ℂ :=
  boltzmann (-s) H * X * boltzmann s H

/-- Level energies `ε i` and density-density interactions `U i j`, without any hopping. -/
def densityHamiltonian [Fintype ι] (c : ι → Matrix d d ℂ) (ε : ι → ℂ) (U : ι → ι → ℂ) :
    Matrix d d ℂ :=
  ∑ i, ε i • number c i + ∑ i, ∑ j, U i j • (number c i * number c j)

/-- The spin-raising operator of site `x`; `true` labels spin up and `false` spin down. -/
def spinRaise (c : S × Bool → Matrix d d ℂ) (x : S) : Matrix d d ℂ :=
  (c (x, true))ᴴ * c (x, false)

/-- Two creation operators anticommute. -/
theorem CAR.anti_star {c : ι → Matrix d d ℂ} (h : CAR c) (i j : ι) :
    (c i)ᴴ * (c j)ᴴ + (c j)ᴴ * (c i)ᴴ = 0 := by
  have h1 := congrArg conjTranspose (h.anti j i)
  simpa only [conjTranspose_add, conjTranspose_mul, conjTranspose_zero] using h1

/-- The commutator of a mode's occupation number with its creation operator is that creation
operator. -/
theorem CAR.number_raise {c : ι → Matrix d d ℂ} (h : CAR c) (i : ι) :
    number c i * (c i)ᴴ - (c i)ᴴ * number c i = (c i)ᴴ := by
  have h1 := h.mixed i i
  rw [if_pos rfl] at h1
  have h2 := h.anti_star i i
  unfold number
  linear_combination (norm := noncomm_ring) (c i)ᴴ * h1 - h2 * c i

/-- The occupation of one mode commutes with the annihilation and creation operators of
every other mode. -/
theorem CAR.number_commute {c : ι → Matrix d d ℂ} (h : CAR c) {i j : ι} (hij : i ≠ j) :
    Commute (number c i) (c j) ∧ Commute (number c i) (c j)ᴴ := by
  have h1 := h.anti i j
  have h2 := h.mixed j i
  rw [if_neg hij.symm] at h2
  have h3 := h.mixed i j
  rw [if_neg hij] at h3
  have h4 := h.anti_star i j
  unfold number
  constructor
  · change (c i)ᴴ * c i * c j = c j * ((c i)ᴴ * c i)
    linear_combination (norm := noncomm_ring) (c i)ᴴ * h1 - h2 * c i
  · change (c i)ᴴ * c i * (c j)ᴴ = (c j)ᴴ * ((c i)ᴴ * c i)
    linear_combination (norm := noncomm_ring) (c i)ᴴ * h3 - h4 * c i

/-- An operator that commutes with `H` commutes with the Boltzmann operator. -/
theorem commute_boltzmann {N H : Matrix d d ℂ} (hH : Commute N H) (β : ℂ) :
    Commute N (boltzmann β H) :=
  ((hH.smul_right β).neg_right).exp_right

/-- Selection rule: a creation operator times anything that conserves the occupation of
its mode has zero trace. -/
theorem CAR.trace_creation_mul {c : ι → Matrix d d ℂ} (h : CAR c) {i : ι}
    {B : Matrix d d ℂ} (hB : Commute (number c i) B) : trace ((c i)ᴴ * B) = 0 := by
  -- the product is its own commutator with the occupation number
  have e : (c i)ᴴ * B = number c i * ((c i)ᴴ * B) - ((c i)ᴴ * B) * number c i := by
    calc (c i)ᴴ * B = (number c i * (c i)ᴴ - (c i)ᴴ * number c i) * B := by
          rw [h.number_raise i]
      _ = number c i * ((c i)ᴴ * B) - (c i)ᴴ * (number c i * B) := by noncomm_ring
      _ = _ := by rw [hB.eq, mul_assoc (c i)ᴴ B]
  rw [e, trace_sub, trace_mul_comm (number c i), sub_self]

/-- If `H` conserves the occupation of mode `i`, the thermal trace of `c_i* c_j` vanishes for every
other mode `j` and every complex `β`. -/
theorem intersite_coherence_eq_zero {c : ι → Matrix d d ℂ} (h : CAR c) {i j : ι}
    (hij : i ≠ j) {H : Matrix d d ℂ} (hH : Commute (number c i) H) (β : ℂ) :
    trace ((c i)ᴴ * c j * boltzmann β H) = 0 := by
  rw [mul_assoc]
  exact h.trace_creation_mul ((h.number_commute hij).1.mul_right (commute_boltzmann hH β))

/-- The unnormalised thermal trace of `c_i*` at imaginary time `s` times `c_j` at time zero vanishes
for distinct modes if `H` conserves the occupation of mode `i`. -/
theorem intersite_green_eq_zero {c : ι → Matrix d d ℂ} (h : CAR c) {i j : ι}
    (hij : i ≠ j) {H : Matrix d d ℂ} (hH : Commute (number c i) H) (s β : ℂ) :
    trace (heisenberg s H (c i)ᴴ * c j * boltzmann β H) = 0 := by
  -- move the leftmost evolution factor to the right end of the trace
  have e : heisenberg s H (c i)ᴴ * c j * boltzmann β H =
      boltzmann (-s) H * ((c i)ᴴ * (boltzmann s H * c j * boltzmann β H)) := by
    simp only [heisenberg, mul_assoc]
  rw [e, trace_mul_comm, mul_assoc]
  exact h.trace_creation_mul ((((commute_boltzmann hH s).mul_right
    (h.number_commute hij).1).mul_right (commute_boltzmann hH β)).mul_right
    (commute_boltzmann hH (-s)))

/-- For two different sites, the thermal trace of the spin-raising operator of the first times the
adjoint of the spin-raising operator of the second vanishes if `H` conserves the number of spin-up
electrons on the first site. -/
theorem transverse_spin_correlation_eq_zero {c : S × Bool → Matrix d d ℂ} (h : CAR c)
    {x y : S} (hxy : x ≠ y) {H : Matrix d d ℂ} (hH : Commute (number c (x, true)) H)
    (β : ℂ) : trace (spinRaise c x * (spinRaise c y)ᴴ * boltzmann β H) = 0 := by
  have h1 : (x, true) ≠ (x, false) := by simp
  have h2 : (x, true) ≠ (y, false) := by simp
  have h3 : (x, true) ≠ (y, true) := by simp [hxy]
  simp only [spinRaise, conjTranspose_mul, conjTranspose_conjTranspose, mul_assoc]
  exact h.trace_creation_mul ((h.number_commute h1).1.mul_right
    ((h.number_commute h2).2.mul_right
      ((h.number_commute h3).1.mul_right (commute_boltzmann hH β))))

/-- A Hamiltonian of level energies and density-density interactions conserves the
occupation of every mode. -/
theorem CAR.commute_densityHamiltonian [Fintype ι] {c : ι → Matrix d d ℂ} (h : CAR c)
    (ε : ι → ℂ) (U : ι → ι → ℂ) (k : ι) :
    Commute (number c k) (densityHamiltonian c ε U) := by
  have hn : ∀ j, Commute (number c k) (number c j) := by
    intro j
    by_cases hkj : k = j
    · rw [hkj]
    · exact (h.number_commute hkj).2.mul_right (h.number_commute hkj).1
  unfold densityHamiltonian
  exact (Commute.sum_right _ _ _ fun i _ => (hn i).smul_right _).add_right
    (Commute.sum_right _ _ _ fun i _ => Commute.sum_right _ _ _ fun j _ =>
      ((hn i).mul_right (hn j)).smul_right _)

/-- Two fermionic modes as explicit matrices on their four-dimensional Fock space. -/
def twoMode : Fin 2 → Matrix (Fin 4) (Fin 4) ℂ :=
  ![!![0, 1, 0, 0; 0, 0, 0, 0; 0, 0, 0, 1; 0, 0, 0, 0],
    !![0, 0, 1, 0; 0, 0, 0, -1; 0, 0, 0, 0; 0, 0, 0, 0]]

/-- The two explicit modes obey the anticommutation relations, and their density-density
Hamiltonians conserve both occupations. -/
theorem twoMode_witness (ε : Fin 2 → ℂ) (U : Fin 2 → Fin 2 → ℂ) :
    CAR twoMode ∧ ∀ i, Commute (number twoMode i) (densityHamiltonian twoMode ε U) := by
  have h : CAR twoMode := by
    constructor <;> intro i j <;> fin_cases i <;> fin_cases j <;> ext a b <;>
      simp only [Matrix.add_apply, Matrix.mul_apply, conjTranspose_apply] <;>
      fin_cases a <;> fin_cases b <;>
      simp [twoMode, Fin.sum_univ_succ]
  exact ⟨h, h.commute_densityHamiltonian ε U⟩

/-- The derivative of the trace of `A exp(-βH)` with respect to `β` at `β = 0` is minus the trace of
`A * H`, for any matrices `A` and `H`. -/
theorem hasDerivAt_thermal_trace (A H : Matrix d d ℂ) :
    HasDerivAt (fun β : ℂ => trace (A * boltzmann β H)) (-trace (A * H)) 0 := by
  let _ : NormedRing (Matrix d d ℂ) := Matrix.linftyOpNormedRing
  let _ : NormedAlgebra ℂ (Matrix d d ℂ) := Matrix.linftyOpNormedAlgebra
  have h1 := hasDerivAt_exp_smul_const (𝕂 := ℂ) (-H) (0 : ℂ)
  let L : Matrix d d ℂ →ₗ[ℂ] ℂ := (traceLinearMap d ℂ ℂ).comp (LinearMap.mulLeft ℂ A)
  have h2 := (LinearMap.toContinuousLinearMap L).hasFDerivAt.comp_hasDerivAt (0 : ℂ) h1
  have e : L (NormedSpace.exp ((0 : ℂ) • (-H)) * (-H)) = -trace (A * H) := by
    simp [L, NormedSpace.exp_zero]
  simp only [boltzmann, ← smul_neg]
  exact h2.congr_deriv e

/-- For two modes with the Hamiltonian `-t (c_0* c_1 + c_1* c_0)`, the unnormalised thermal trace of
`c_0* c_1` has derivative `t` with respect to `β` at `β = 0`. -/
theorem hopping_creates_coherence (t : ℂ) :
    HasDerivAt (fun β : ℂ => trace ((twoMode 0)ᴴ * twoMode 1 *
      boltzmann β (-(t • ((twoMode 0)ᴴ * twoMode 1 + (twoMode 1)ᴴ * twoMode 0))))) t 0 := by
  have h01 : (twoMode 0)ᴴ * twoMode 1 =
      !![0, 0, 0, 0; 0, 0, 1, 0; 0, 0, 0, 0; 0, 0, 0, 0] := by
    ext a b
    fin_cases a <;> fin_cases b <;> simp [twoMode, Matrix.mul_apply, Fin.sum_univ_succ]
  have h10 : (twoMode 1)ᴴ * twoMode 0 =
      !![0, 0, 0, 0; 0, 0, 0, 0; 0, 1, 0, 0; 0, 0, 0, 0] := by
    ext a b
    fin_cases a <;> fin_cases b <;> simp [twoMode, Matrix.mul_apply, Fin.sum_univ_succ]
  refine (hasDerivAt_thermal_trace _ _).congr_deriv ?_
  rw [h01, h10]
  simp [Matrix.trace, Fin.sum_univ_succ]

end

end AtomicLimitCorrelations
```

```lean
#print axioms AtomicLimitCorrelations.intersite_coherence_eq_zero
#print axioms AtomicLimitCorrelations.intersite_green_eq_zero
#print axioms AtomicLimitCorrelations.transverse_spin_correlation_eq_zero
#print axioms AtomicLimitCorrelations.hopping_creates_coherence
```

```
'AtomicLimitCorrelations.intersite_coherence_eq_zero' depends on axioms: [propext, Classical.choice, Quot.sound]
'AtomicLimitCorrelations.intersite_green_eq_zero' depends on axioms: [propext, Classical.choice, Quot.sound]
'AtomicLimitCorrelations.transverse_spin_correlation_eq_zero' depends on axioms: [propext, Classical.choice, Quot.sound]
'AtomicLimitCorrelations.hopping_creates_coherence' depends on axioms: [propext, Classical.choice, Quot.sound]
```

## From the anticommutators to the selection rule

`CAR.anti_star` takes the adjoint of the first anticommutation relation. `CAR.number_raise` and `CAR.number_commute` are the first two steps of the derivation, and `commute_boltzmann` passes from $H$ to its exponential.

The third step is `CAR.trace_creation_mul`. Its `calc` block inserts the commutator for $c_i^\dagger$, multiplies out, and uses `hB.eq` to move $n_i$ past $B$. The final rewrite applies `trace_mul_comm` to one of the two terms, after which they cancel.

The main theorem then only regroups the product as $c_i^\dagger(c_je^{-\beta H})$ and shows that the bracket commutes with $n_i$. That evidence is assembled with `mul_right`: if $n_i$ commutes with two matrices, it commutes with their product. `intersite_green_eq_zero` first moves the leftmost exponential to the right end of the trace. `transverse_spin_correlation_eq_zero` applies the same rule to a longer product, after checking that the three other modes differ from $x\!\uparrow$.

`CAR.commute_densityHamiltonian` treats equal and distinct modes separately, then extends commutation from the occupations to their products and sums. `twoMode_witness` checks the anticommutation relations for two explicit $4\times4$ matrices entry by entry, so the hypotheses are met by a concrete system.

## Linear combinations of matrix identities

The algebra rests on `linear_combination (norm := noncomm_ring)`. The tactic `linear_combination` proves an equation from a stated combination of known equations: it subtracts that combination from the goal and asks a normalisation tactic to confirm that nothing remains. Its default normaliser assumes commutative multiplication, which matrices lack. The option `norm := noncomm_ring` substitutes one that keeps the order of factors.

The coefficients must then stand on the correct side. In `CAR.number_raise` the combination is `(c i)ᴴ * h1 - h2 * c i`. Here `h1` is $c_ic_i^\dagger+c_i^\dagger c_i=1$, multiplied from the left by $c_i^\dagger$, and `h2` is $c_i^\dagger c_i^\dagger+c_i^\dagger c_i^\dagger=0$, multiplied from the right by $c_i$. This is exactly the subtraction in the first step of the derivation. Both parts of `CAR.number_commute` have the same form, with one relation for each of the two sign changes.

## The slope produced by hopping

`hasDerivAt_thermal_trace` proves, for any matrices $A$ and $H$,
$$\left.\frac{d}{d\beta}\operatorname{tr}(Ae^{-\beta H})\right|_{\beta=0}=-\operatorname{tr}(AH).$$
It differentiates the exponential and composes the result with the linear map $X\mapsto\operatorname{tr}(AX)$.

For $A=c_0^\dagger c_1$ and the hopping Hamiltonian, the right-hand side is
$$t\operatorname{tr}(c_0^\dagger c_1c_0^\dagger c_1)+t\operatorname{tr}(c_0^\dagger c_1c_1^\dagger c_0).$$
The first trace is zero, because two electrons cannot be put into mode 0. The operator in the second is $n_0(1-n_1)$, which projects onto the single state with mode 0 filled and mode 1 empty, so its trace is 1. The sum is $t$. In `hopping_creates_coherence` the same value comes from writing out the two hopping matrices and evaluating the trace.
